# Contracting a product of k distinct Clifford generators gives the factor (−1)^k (d − 2k)

Let γ^μ be d Clifford generators with a diagonal metric whose entries η_μ are +1 or −1, and let γ_μ = η_μ γ^μ be the generator with lowered index. If G is a product of k distinct generators, then

Σ_μ γ^μ G γ_μ = (−1)^k (d − 2k) G.

Sums of this kind appear when a virtual photon in Feynman gauge is emitted and reabsorbed along an electron line: the two vertices supply γ^μ and γ_μ, and the Dirac matrices between them can then be simplified. The formula does this for products of distinct generators, at the level of the matrix algebra only, for a whole number d of dimensions and without the loop integral.

In four dimensions the factors for k = 0, 1, 2, 3, 4 are 4, −2, 0, 2, −4. The case k = 1 is the familiar γ^μ γ^ν γ_μ = −2 γ^ν, summed over μ.

## Generators, products and the contraction

The derivation uses only multiplication, addition and signs, so the generators may live in any associative ring A with a unit. Complex 4×4 matrices are the usual case. The labels μ form a type `ι`, which is taken to be finite once a sum over μ occurs.

```lean
import Mathlib

namespace CliffordContraction

variable {ι A : Type*} [Ring A]
```

Three properties of the generators are needed:

η_μ = +1 or −1,

γ^μ γ^μ = η_μ 1 (no sum),

γ^μ γ^ν = −γ^ν γ^μ for μ ≠ ν.

They are the fields `sign`, `sq` and `anti` of the structure below. The metric is stored as its diagonal, so `η i` stands for the textbook η^{ii}, and `γ i` is the generator with upper index. Since each sign is free, both the mostly-plus and the mostly-minus conventions are included, as are Euclidean metrics. A metric with off-diagonal entries is not. The symbol `•` multiplies a ring element by an integer.

```lean
/-- Clifford generators `γ i` with diagonal metric `η`: the metric entries are `1` or `-1`,
each generator squares to its metric entry, and distinct generators anticommute. -/
structure IsClifford (η : ι → ℤ) (γ : ι → A) : Prop where
  sign : ∀ i, η i = 1 ∨ η i = -1
  sq : ∀ i, γ i * γ i = η i • (1 : A)
  anti : ∀ i j, i ≠ j → γ i * γ j = -(γ j * γ i)
```

The matrix G is specified by a list l = [a₁, …, a_k] of labels:

G = γ^{a₁} γ^{a₂} … γ^{a_k}.

Lean calls this product `word γ l`, a name from algebra and not from the Dirac literature. The empty list gives G = 1. Distinctness of the factors is not part of the definition; it enters later as the hypothesis `l.Nodup`, which says that no label is repeated.

```lean
/-- The ordered product of the generators whose indices are listed in `l`. -/
def word (γ : ι → A) (l : List ι) : A := (l.map γ).prod
```

The contraction is defined for every ring element X, with the lowered generator written out as η_μ γ^μ.

```lean
/-- The contraction `∑ μ, γ^μ X γ_μ`, where `γ_μ = η_μμ γ^μ` is the generator with lowered
index. -/
def contraction [Fintype ι] (η : ι → ℤ) (γ : ι → A) (X : A) : A :=
  ∑ μ, γ μ * X * (η μ • γ μ)
```

## Starting from the anticommutator

Textbooks usually postulate the single relation

γ^μ γ^ν + γ^ν γ^μ = 2 η^{μν} 1.

For μ ≠ ν the right side is zero, which is anticommutation. For μ = ν it reads 2 γ^μ γ^μ = 2 η_μ 1, and the square follows after the 2 is cancelled. Real and complex matrices allow this cancellation. In a general ring it has to be assumed, and the hypothesis `h2` does so by requiring that a + a = 0 implies a = 0. The proof applies `h2` to the difference a = γ^μ γ^μ − η_μ 1.

```lean
/-- In a ring where `a + a = 0` forces `a = 0`, the anticommutator relation
`γ^i γ^j + γ^j γ^i = 2 η^ij`, for a diagonal metric whose diagonal entries are `1` or `-1`, gives
Clifford generators. -/
theorem IsClifford.of_anticommutator [DecidableEq ι] {η : ι → ℤ} {γ : ι → A}
    (h2 : ∀ a : A, a + a = 0 → a = 0) (hη : ∀ i, η i = 1 ∨ η i = -1)
    (h : ∀ i j, γ i * γ j + γ j * γ i = if i = j then (2 * η i) • (1 : A) else 0) :
    IsClifford η γ where
  sign := hη
  sq i := by
    have hi := h i i
    rw [if_pos rfl] at hi
    apply sub_eq_zero.1
    apply h2
    calc (γ i * γ i - η i • (1 : A)) + (γ i * γ i - η i • (1 : A))
        = (γ i * γ i + γ i * γ i) - (2 * η i) • (1 : A) := by module
      _ = 0 := by rw [hi, sub_self]
  anti i j hij := by
    have hi := h i j
    rw [if_neg hij] at hi
    exact eq_neg_of_add_eq_zero_left hi
```

## Moving one generator through the product

Suppose first that μ does not occur in G. Then γ^μ anticommutes with each of the k factors, and passing them one after another gives

γ^μ G = (−1)^k G γ^μ.

The formal proof is an induction on the list. Write G = γ^a W, where W is the product of the remaining k − 1 generators. Then

γ^μ γ^a W = −γ^a γ^μ W = −(−1)^{k−1} γ^a W γ^μ = (−1)^k G γ^μ.

The `calc` block has these same steps, with the induction hypothesis `ih` supplying the sign for W. No distinctness among the factors of G is used here.

```lean
/-- Moving a generator through a product of `k` generators, none of which equals it,
gives the sign `(-1)^k`. -/
theorem gamma_mul_word_of_notMem {η : ι → ℤ} {γ : ι → A} (h : IsClifford η γ)
    {μ : ι} {l : List ι} (hμ : μ ∉ l) :
    γ μ * word γ l = (-1 : ℤ) ^ l.length • (word γ l * γ μ) := by
  induction l with
  | nil => simp [word]
  | cons a l ih =>
    rw [List.mem_cons, not_or] at hμ
    have e : word γ (a :: l) = γ a * word γ l := by simp [word]
    calc γ μ * word γ (a :: l) = (γ μ * γ a) * word γ l := by rw [e, mul_assoc]
      _ = -(γ a * (γ μ * word γ l)) := by rw [h.anti μ a hμ.1, neg_mul, mul_assoc]
      _ = (-1 : ℤ) ^ (a :: l).length • (word γ (a :: l) * γ μ) := by
        rw [ih hμ.2, e, List.length_cons, pow_succ, mul_smul_comm, mul_assoc,
          mul_neg_one, neg_smul]
```

Now suppose that μ does occur in G, and that the factors of G are distinct. Then γ^μ meets itself exactly once, where there is no sign, and anticommutes with the other k − 1 factors. The total sign is (−1)^{k−1}, which equals (−1)^{k+1}:

γ^μ G = (−1)^{k+1} G γ^μ.

In the induction, G = γ^a W again, and there are two cases. If μ = a, then distinctness says that a is absent from W, so the previous result applies to W:

γ^a (γ^a W) = (−1)^{k−1} γ^a (W γ^a) = (−1)^{k−1} G γ^a.

If μ is found further along, then μ ≠ a, and passing γ^a costs one minus sign before the induction hypothesis is applied to W:

γ^μ γ^a W = −γ^a γ^μ W = −(−1)^k γ^a W γ^μ = (−1)^{k+1} G γ^μ.

```lean
/-- Moving a generator through a product of `k` distinct generators that contains it
gives the sign `(-1)^(k+1)`. -/
theorem gamma_mul_word_of_mem {η : ι → ℤ} {γ : ι → A} (h : IsClifford η γ)
    {μ : ι} {l : List ι} (hl : l.Nodup) (hμ : μ ∈ l) :
    γ μ * word γ l = (-1 : ℤ) ^ (l.length + 1) • (word γ l * γ μ) := by
  induction l with
  | nil => simp at hμ
  | cons a l ih =>
    obtain ⟨ha, hl'⟩ := List.nodup_cons.1 hl
    have e : word γ (a :: l) = γ a * word γ l := by simp [word]
    rcases List.mem_cons.1 hμ with heq | hm
    · -- the generator meets itself first, at no cost, and then `k - 1` others
      rw [e, heq, mul_assoc (γ a) (word γ l) (γ a), gamma_mul_word_of_notMem h ha,
        mul_smul_comm, List.length_cons, pow_succ, pow_succ, mul_neg_one, mul_neg_one,
        neg_neg]
    · have hne : μ ≠ a := fun hh => ha (hh ▸ hm)
      calc γ μ * word γ (a :: l) = (γ μ * γ a) * word γ l := by rw [e, mul_assoc]
        _ = -(γ a * (γ μ * word γ l)) := by rw [h.anti μ a hne, neg_mul, mul_assoc]
        _ = (-1 : ℤ) ^ ((a :: l).length + 1) • (word γ (a :: l) * γ μ) := by
          rw [ih hl' hm, e, List.length_cons, pow_succ _ (l.length + 1), mul_smul_comm,
            mul_assoc, mul_neg_one, neg_smul]
```

## One term of the sum

Let X be any ring element with γ^μ X = s X γ^μ for an integer s. Then, without summation,

γ^μ X γ_μ = s X γ^μ (η_μ γ^μ) = s η_μ X (γ^μ γ^μ) = s η_μ² X = s X.

The metric sign from lowering the index cancels the one from squaring the generator. This is why the final factor does not depend on the signature.

```lean
/-- If moving a Clifford generator `γ^μ` through `X` gives the integer factor `s`, then
`γ^μ X γ_μ = s X`, without summation over `μ`. -/
theorem sandwich {η : ι → ℤ} {γ : ι → A} (h : IsClifford η γ) {μ : ι} {X : A} {s : ℤ}
    (hs : γ μ * X = s • (X * γ μ)) : γ μ * X * (η μ • γ μ) = s • X := by
  have hη : η μ * η μ = 1 := by
    rcases h.sign μ with e | e <;> simp [e]
  rw [hs, smul_mul_assoc, mul_smul_comm, mul_assoc, h.sq, mul_smul_comm, mul_one,
    smul_smul (η μ) (η μ), hη, one_smul]
```

## Counting the indices

By the two sign rules, each μ contributes (−1)^k G if it is absent from G and −(−1)^k G if it is present. Since the k labels are distinct, there are k present indices and d − k absent ones:

Σ_μ γ^μ G γ_μ = (−1)^k [(d − k) − k] G = (−1)^k (d − 2k) G.

In the theorem, d is `Fintype.card ι`, the number of labels, and k is `l.length`. Both are converted to integers before the subtraction, so the factor may be negative. The hypotheses are the Clifford relations `h` and the distinctness `hl`; linear independence of the products and a particular matrix size are not required.

Inside the proof, `ht` is the value of a single term and `hs` is the count. The count writes each sign as 1 − 2c_μ, where c_μ is 1 for a label in the list and 0 otherwise, and sums it to d − 2k.

```lean
/-- In `d` dimensions, a product `G` of `k` distinct Clifford generators satisfies
`∑ μ, γ^μ G γ_μ = (-1)^k (d - 2k) G`. -/
theorem contraction_word [Fintype ι] {η : ι → ℤ} {γ : ι → A} (h : IsClifford η γ)
    {l : List ι} (hl : l.Nodup) :
    contraction η γ (word γ l) =
      ((-1 : ℤ) ^ l.length * ((Fintype.card ι : ℤ) - 2 * (l.length : ℤ))) • word γ l := by
  classical
  -- each index contributes `G` with a sign that depends on whether it occurs in `G`
  have ht : ∀ μ, γ μ * word γ l * (η μ • γ μ) =
      ((-1 : ℤ) ^ l.length * (if μ ∈ l then -1 else 1)) • word γ l := by
    intro μ
    apply sandwich h
    by_cases hm : μ ∈ l
    · rw [if_pos hm, ← pow_succ]
      exact gamma_mul_word_of_mem h hl hm
    · rw [if_neg hm, mul_one]
      exact gamma_mul_word_of_notMem h hm
  -- `d - k` indices are absent and `k` are present
  have hs : ∑ μ : ι, (if μ ∈ l then (-1 : ℤ) else 1) =
      (Fintype.card ι : ℤ) - 2 * (l.length : ℤ) := by
    have e : ∀ μ : ι, (if μ ∈ l then (-1 : ℤ) else 1) =
        1 - 2 * (if μ ∈ l.toFinset then 1 else 0) := by
      intro μ
      by_cases hm : μ ∈ l <;> simp [hm]
    rw [Finset.sum_congr rfl (fun μ _ => e μ), Finset.sum_sub_distrib, ← Finset.mul_sum,
      Finset.sum_ite_mem, Finset.univ_inter, Finset.sum_const, Finset.sum_const,
      List.toFinset_card_of_nodup hl, Finset.card_univ]
    simp
  unfold contraction
  rw [Finset.sum_congr rfl (fun μ _ => ht μ), ← Finset.sum_smul, ← Finset.mul_sum, hs]
```

Distinctness matters for this count. Take d = 1, the ring of integers, γ = 1 and η = 1, and let the list contain the only label twice. Then G = 1·1 = 1 and the contraction is 1, whereas the formula with k = 2 would give (1 − 4)·1 = −3. The formula with k equal to the length of the list therefore fails for some lists with a repeated label. Such a product should first be shortened: anticommutation brings equal generators next to each other, and γ^μ γ^μ = η_μ 1 removes the pair.

An electron propagator brings in momenta contracted with γ^μ, so the numerator of an actual diagram is a linear combination of products, often with repeated generators. Reducing it to products of distinct generators is the step that must precede the theorem. The continuation to non-integer d used in dimensional regularisation is a further assumption, since d here counts the elements of a finite set.

## Nested contractions

Because G returns as a multiple of itself, a second contraction around the first multiplies by the same factor again. After n contractions the result is

[(−1)^k (d − 2k)]^n G.

The notation `(contraction η γ)^[n]` means that the contraction is applied n times; n = 0 leaves G as it is. The auxiliary statement `hlin` takes an integer factor out of a contraction, and induction on n does the rest. In diagrams this is the matrix structure of photon lines nested inside one another when only the mass terms of the electron propagators between successive vertices are kept; the momentum terms would insert further Dirac matrices between the contractions.

```lean
/-- Contracting `n` times in succession multiplies a product of `k` distinct generators by
`((-1)^k (d - 2k))^n`. -/
theorem iterated_contraction_word [Fintype ι] {η : ι → ℤ} {γ : ι → A}
    (h : IsClifford η γ) {l : List ι} (hl : l.Nodup) (n : ℕ) :
    (contraction η γ)^[n] (word γ l) =
      ((-1 : ℤ) ^ l.length * ((Fintype.card ι : ℤ) - 2 * (l.length : ℤ))) ^ n •
        word γ l := by
  -- integer factors can be taken out of a contraction
  have hlin : ∀ (c : ℤ) (X : A), contraction η γ (c • X) = c • contraction η γ X := by
    intro c X
    unfold contraction
    rw [Finset.smul_sum]
    refine Finset.sum_congr rfl fun μ _ => ?_
    rw [mul_smul_comm c, smul_mul_assoc]
  induction n with
  | zero => simp
  | succ n ih =>
    rw [Function.iterate_succ_apply', ih, hlin, contraction_word h hl, smul_smul, ← pow_succ]
```

## When the contraction vanishes

Each generator has an inverse, namely its lowered version:

γ^a γ_a = η_a γ^a γ^a = η_a² 1 = 1 (no sum),

and the same holds in the other order. A product of invertible elements is invertible, so G is too, with or without repeated factors.

```lean
/-- Every product of Clifford generators is invertible. -/
theorem isUnit_word {η : ι → ℤ} {γ : ι → A} (h : IsClifford η γ) (l : List ι) :
    IsUnit (word γ l) := by
  induction l with
  | nil => simp [word]
  | cons a l ih =>
    have e : word γ (a :: l) = γ a * word γ l := by simp [word]
    have hη : η a * η a = 1 := by
      rcases h.sign a with e | e <;> simp [e]
    -- the inverse of a generator is the generator with lowered index
    have ha : IsUnit (γ a) :=
      ⟨⟨γ a, η a • γ a, by rw [mul_smul_comm, h.sq, smul_smul, hη, one_smul],
        by rw [smul_mul_assoc, h.sq, smul_smul, hη, one_smul]⟩, rfl⟩
    rw [e]
    exact ha.mul ih
```

An invertible G can be cancelled from (−1)^k (d − 2k) G = 0. What remains is an integer that is zero in the ring. In characteristic zero, as for real or complex matrices of nonzero size, this means that the integer itself is zero. Since (−1)^k is never zero, the contraction vanishes exactly when

d = 2k.

In four dimensions these are the products of two distinct generators, which form the tensor part σ^{μν} of the Dirac algebra. The proof follows the cancellation just described, and `omega` settles the final equation between whole numbers.

```lean
/-- In a ring of characteristic zero, the contraction of a product of `k` distinct generators
vanishes exactly when the dimension is `2k`. -/
theorem contraction_word_eq_zero_iff [Fintype ι] [CharZero A] {η : ι → ℤ} {γ : ι → A}
    (h : IsClifford η γ) {l : List ι} (hl : l.Nodup) :
    contraction η γ (word γ l) = 0 ↔ Fintype.card ι = 2 * l.length := by
  rw [contraction_word h hl, zsmul_eq_mul, (isUnit_word h l).mul_left_eq_zero,
    Int.cast_eq_zero, mul_eq_zero, or_iff_right (pow_ne_zero _ (by norm_num))]
  omega
```

## Four Majorana matrices

Physical spacetime provides an example with d = 4. The matrices below are real, with entries 0, 1 and −1, as in a Majorana representation of the Dirac matrices. They are entered as integer matrices, and their relations remain true when the entries are read as real or complex numbers. The labels run from 0 to 3.

```lean
/-- Four real 4 by 4 Dirac matrices in a Majorana representation. -/
def majorana : Fin 4 → Matrix (Fin 4) (Fin 4) ℤ :=
  ![!![0, 0, 0, 1; 0, 0, 1, 0; 0, -1, 0, 0; -1, 0, 0, 0],
    !![0, 0, 1, 0; 0, 0, 0, 1; 1, 0, 0, 0; 0, 1, 0, 0],
    !![1, 0, 0, 0; 0, 1, 0, 0; 0, 0, -1, 0; 0, 0, 0, -1],
    !![0, 0, 0, 1; 0, 0, -1, 0; 0, -1, 0, 0; 1, 0, 0, 0]]
```

Take G = γ^2 = diag(1, 1, −1, −1), so that k = 1. The metric is diag(−1, 1, 1, 1), hence γ_0 = −γ^0, while the other three generators are unchanged by lowering. Multiplying the matrices gives

γ^0 G γ_0 = −γ^0 G γ^0 = diag(−1, −1, 1, 1),

γ^1 G γ_1 = diag(−1, −1, 1, 1),

γ^2 G γ_2 = diag(1, 1, −1, −1),

γ^3 G γ_3 = diag(−1, −1, 1, 1).

The sum is diag(−2, −2, 2, 2) = −2 G, in agreement with (−1)^1 (4 − 2) = −2.

The last theorem confirms that the four matrices satisfy all three Clifford properties for this metric. There are finitely many integer identities to verify, and `decide` evaluates them.

```lean
/-- The Majorana matrices are Clifford generators for the spacetime metric
`diag(-1, 1, 1, 1)`. -/
theorem majorana_witness : IsClifford ![-1, 1, 1, 1] majorana where
  sign := by decide
  sq := by decide +kernel
  anti := by decide +kernel

end CliffordContraction
```

```lean
#print axioms CliffordContraction.IsClifford.of_anticommutator
-- 'CliffordContraction.IsClifford.of_anticommutator' depends on axioms: [propext, Quot.sound]
#print axioms CliffordContraction.iterated_contraction_word
-- 'CliffordContraction.iterated_contraction_word' depends on axioms: [propext, Classical.choice, Quot.sound]
#print axioms CliffordContraction.contraction_word_eq_zero_iff
-- 'CliffordContraction.contraction_word_eq_zero_iff' depends on axioms: [propext, Classical.choice, Quot.sound]
```
